# Flat bands at ±3/2 in the honeycomb p-orbital model with σ hopping

A honeycomb crystal has two sites per unit cell, A and B. Let each carry a $p_x$ and a $p_y$ orbital. The problem is to find the four band energies at each wavevector $k$. Energies are measured from the common orbital energy, in units of the σ hopping amplitude $V_{pp\sigma}$, which is the coupling of two neighbouring $p$ orbitals that point in the same direction along their bond. The π coupling, between orbitals perpendicular to the bond, is set to zero, as are further-neighbour hopping, spin–orbit coupling, interactions and the overlap of orbitals on different sites.

Bond $j=0,1,2$ leads from an A site to a B neighbour at displacement $\delta_j$. It has unit direction $d_j$ and Bloch phase $z_j=e^{ik\cdot\delta_j}$. With $S=z_0+z_1+z_2$, the energies are $\pm\tfrac32$ and $\pm\tfrac12|S|$. The first pair does not depend on $k$.

In Lean 4 with Mathlib:

```lean
import Mathlib

open Matrix ComplexConjugate

namespace HoneycombPOrbital

noncomputable section
```

The three directions are constrained only through their scalar products, $d_i\cdot d_i=1$ and $d_i\cdot d_j=-\tfrac12$ for $i\neq j$. The star may therefore have any orientation in the plane.

```lean
/-- Three planar unit bond vectors at mutual angles `2π/3`, expressed by their scalar products. -/
def IsTrigonal (d : Fin 3 → Fin 2 → ℝ) : Prop :=
  (∀ i, d i ⬝ᵥ d i = 1) ∧ ∀ i j, i ≠ j → d i ⬝ᵥ d j = -1 / 2
```

A bond projects the orbital on one site onto $d_j$ and creates an orbital along $d_j$ on the other. Summing over bonds gives the $2\times2$ block

$$B=\sum_j z_j\,d_jd_j^{T}.$$

In `hopping` the factors `z` are arbitrary complex numbers; modulus one is assumed only where it is needed.

```lean
/-- The hopping matrix `B = ∑ z_j d_j d_jᵀ` between the `p_x, p_y` orbitals of the two
sublattices: bond `j` couples only the orbital components along `d_j`, with factor `z_j`. -/
def hopping (d : Fin 3 → Fin 2 → ℝ) (z : Fin 3 → ℂ) : Matrix (Fin 2) (Fin 2) ℂ :=
  Matrix.of fun a b => ∑ j, z j * ((d j a : ℂ) * (d j b : ℂ))
```

With equal site energies set to zero, the Bloch Hamiltonian couples A only to B:

$$H=\begin{pmatrix}0&B\\B^\dagger&0\end{pmatrix}.$$

The index type `Fin 2 ⊕ Fin 2` lists the two A orbitals and then the two B orbitals. The reduction of the infinite crystal to this matrix by Bloch's theorem, with $z_j=e^{ik\cdot\delta_j}$, is the step taken from physics; the theorems start from $H$ and hold for any three phases.

```lean
/-- The Bloch Hamiltonian of the honeycomb `p`-orbital model, with blocks `B` and `Bᴴ`. -/
def blochHamiltonian (d : Fin 3 → Fin 2 → ℝ) (z : Fin 3 → ℂ) :
    Matrix (Fin 2 ⊕ Fin 2) (Fin 2 ⊕ Fin 2) ℂ :=
  fromBlocks 0 (hopping d z) (hopping d z)ᴴ 0
```

## Orbitals written in bond directions

An orbital on one site can be written redundantly as $\phi_c=\sum_j c_jd_j$, with three coefficients for two components.

```lean
/-- The `p` orbital `∑ c_j d_j` on one site. -/
def orbital (d : Fin 3 → Fin 2 → ℝ) (c : Fin 3 → ℂ) : Fin 2 → ℂ :=
  fun a => ∑ j, c j * (d j a : ℂ)
```

For the flat band, take the coefficients

$$a=(\bar z_2-\bar z_1,\ \bar z_0-\bar z_2,\ \bar z_1-\bar z_0).$$

This is the cross product of $(1,1,1)$ with $(\bar z_0,\bar z_1,\bar z_2)$, so $\sum_j a_j=0$ and $\sum_j\bar z_ja_j=0$.

```lean
/-- Bond amplitudes of the flat-band state: the cross product of `(1, 1, 1)` with the
conjugate phases. -/
def amplitude (z : Fin 3 → ℂ) : Fin 3 → ℂ :=
  ![conj (z 2) - conj (z 1), conj (z 0) - conj (z 2), conj (z 1) - conj (z 0)]
```

The candidate state has $\phi_a$ on A and $\eta\,\phi_{\bar za}$ on B, where $(\bar za)_j=\bar z_ja_j$ and $\eta=\pm1$ selects the sign of the energy. It is not normalised. For unit phases its squared norm is $3(9-|S|^2)$, so the normalised state is obtained by dividing by $\sqrt{3(9-|S|^2)}$ when this is nonzero.

```lean
/-- The flat-band Bloch state, with relative factor `η` between the sublattices. -/
def flatState (d : Fin 3 → Fin 2 → ℝ) (z : Fin 3 → ℂ) (η : ℂ) : Fin 2 ⊕ Fin 2 → ℂ :=
  Sum.elim (orbital d (amplitude z))
    (η • orbital d (fun j => conj (z j) * amplitude z j))
```

A star with one bond along $x$ has directions $(1,0)$ and $(-\tfrac12,\pm\tfrac{\sqrt3}2)$. Its scalar products are the required ones, since $\tfrac14+\tfrac34=1$ and $\tfrac14-\tfrac34=-\tfrac12$.

```lean
/-- The star with one bond along the `x` axis is trigonal. -/
theorem isTrigonal_witness :
    IsTrigonal ![![1, 0], ![-1 / 2, √3 / 2], ![-1 / 2, -(√3 / 2)]] := by
  have h : √3 * √3 = (3 : ℝ) := Real.mul_self_sqrt (by norm_num)
  refine ⟨fun i => ?_, fun i j => ?_⟩
  · fin_cases i <;> simp [dotProduct, Fin.sum_univ_two] <;> nlinarith [h]
  · fin_cases i <;> fin_cases j <;> simp [dotProduct, Fin.sum_univ_two] <;> nlinarith [h]
```

## Determinant and trace of the hopping block

The matrices are complex and the directions real, so the scalar products are first carried over to complex numbers. For equal indices this reads $d_{i0}^2+d_{i1}^2=1$.

```lean
variable {d : Fin 3 → Fin 2 → ℝ} {z : Fin 3 → ℂ}

private lemma gram_self (hd : IsTrigonal d) (i : Fin 3) :
    (d i 0 : ℂ) * d i 0 + (d i 1 : ℂ) * d i 1 = 1 := by
  have h := hd.1 i
  simp only [dotProduct, Fin.sum_univ_two] at h
  exact_mod_cast h
```

For different indices it reads $d_{i0}d_{j0}+d_{i1}d_{j1}=-\tfrac12$.

```lean
private lemma gram_ne (hd : IsTrigonal d) (i j : Fin 3) (hij : i ≠ j) :
    (d i 0 : ℂ) * d j 0 + (d i 1 : ℂ) * d j 1 = -1 / 2 := by
  have h := congrArg (fun x : ℝ => (x : ℂ)) (hd.2 i j hij)
  simp only [dotProduct, Fin.sum_univ_two] at h
  push_cast at h
  exact h
```

Each $d_jd_j^T$ is real and symmetric, so taking the adjoint only conjugates the phases: $B(z)^\dagger=B(\bar z)$.

```lean
private lemma hopping_conjTranspose (d : Fin 3 → Fin 2 → ℝ) (z : Fin 3 → ℂ) :
    (hopping d z)ᴴ = hopping d (fun j => conj (z j)) := by
  ext a b
  simp [hopping, Fin.sum_univ_three]
  ring
```

Expanding $B_{00}B_{11}-B_{01}B_{10}$, the terms with equal bond indices cancel and each pair leaves a squared cross product:

$$\det B=\sum_{i<j}z_iz_j\,(d_{i0}d_{j1}-d_{j0}d_{i1})^2 .$$

The squared cross product is $|d_i|^2|d_j|^2-(d_i\cdot d_j)^2=1-\tfrac14=\tfrac34$. Hence $\det B=\tfrac34(z_0z_1+z_1z_2+z_2z_0)$. The inner statement `cross` is the value $\tfrac34$, and the last `linear_combination` adds the three pairs.

```lean
/-- For a trigonal star the determinant of the hopping matrix is `3/4` of the sum of the
pair products of the bond factors. -/
theorem det_hopping (hd : IsTrigonal d) (z : Fin 3 → ℂ) :
    (hopping d z).det = 3 / 4 * (z 0 * z 1 + z 1 * z 2 + z 2 * z 0) := by
  -- the squared sine of the angle between two bonds is 3/4
  have cross : ∀ i j : Fin 3, i ≠ j →
      ((d i 0 : ℂ) * d j 1 - (d j 0 : ℂ) * d i 1) ^ 2 = 3 / 4 := by
    intro i j hij
    linear_combination ((d j 0 : ℂ) * d j 0 + (d j 1 : ℂ) * d j 1) * gram_self hd i
      + gram_self hd j
      - ((d i 0 : ℂ) * d j 0 + (d i 1 : ℂ) * d j 1 - 1 / 2) * gram_ne hd i j hij
  simp only [det_fin_two, hopping, Matrix.of_apply, Fin.sum_univ_three]
  linear_combination z 0 * z 1 * cross 0 1 (by decide) + z 1 * z 2 * cross 1 2 (by decide)
    + z 2 * z 0 * cross 2 0 (by decide)
```

For two sets of factors $z$ and $w$ on the same star,

$$\operatorname{tr}B(z)B(w)=\sum_{i,j}z_iw_j(d_i\cdot d_j)^2=\sum_jz_jw_j+\tfrac14\sum_{i\ne j}z_iw_j .$$

Completing the second sum to all pairs gives $\tfrac34\sum_jz_jw_j+\tfrac14\left(\sum_jz_j\right)\left(\sum_jw_j\right)$. In the proof, `s` and `o` hold the squared overlaps $1$ and $\tfrac14$.

```lean
/-- The trace of a product of two hopping matrices on the same trigonal star. -/
theorem trace_hopping_mul (hd : IsTrigonal d) (z w : Fin 3 → ℂ) :
    (hopping d z * hopping d w).trace
      = 3 / 4 * ∑ j, z j * w j + 1 / 4 * ((∑ j, z j) * ∑ j, w j) := by
  have s : ∀ i : Fin 3, ((d i 0 : ℂ) * d i 0 + (d i 1 : ℂ) * d i 1) ^ 2 = 1 := by
    intro i
    rw [gram_self hd i]; norm_num
  have o : ∀ i j : Fin 3, i ≠ j →
      ((d i 0 : ℂ) * d j 0 + (d i 1 : ℂ) * d j 1) ^ 2 = 1 / 4 := by
    intro i j hij
    rw [gram_ne hd i j hij]; norm_num
  simp only [trace_fin_two, Matrix.mul_apply, hopping, Matrix.of_apply, Fin.sum_univ_two,
    Fin.sum_univ_three]
  linear_combination z 0 * w 0 * s 0 + z 1 * w 1 * s 1 + z 2 * w 2 * s 2
    + (z 0 * w 1 + z 1 * w 0) * o 0 1 (by decide)
    + (z 1 * w 2 + z 2 * w 1) * o 1 2 (by decide)
    + (z 2 * w 0 + z 0 * w 2) * o 2 0 (by decide)
```

## The spectrum

Now let $|z_j|=1$. Setting $w=\bar z$ gives $\operatorname{tr}BB^\dagger=\tfrac94+\tfrac14|S|^2$. Since $\bar z_j=1/z_j$,

$$z_0z_1+z_1z_2+z_2z_0=z_0z_1z_2\,\bar S,$$

so the pair sum has modulus $|S|$ and $\det BB^\dagger=\tfrac9{16}|S|^2$. The characteristic polynomial of a $2\times2$ matrix is $y^2-y\operatorname{tr}+\det$, and here

$$y^2-\left(\tfrac94+\tfrac{|S|^2}4\right)y+\tfrac94\cdot\tfrac{|S|^2}4=\left(y-\tfrac94\right)\left(y-\tfrac{|S|^2}4\right).$$

In the proof, `h2` is the $2\times2$ formula, `e1` and `e2` are the pair-sum identity and its conjugate, and `p` says that the product of all phases has modulus one.

```lean
/-- For a trigonal star and bond factors of modulus one, `B Bᴴ` has the characteristic
polynomial `(y - 9/4)(y - |z₀ + z₁ + z₂|²/4)`. -/
theorem det_sub_hopping_mul (hd : IsTrigonal d) (hz : ∀ j, ‖z j‖ = 1) (y : ℂ) :
    (y • (1 : Matrix (Fin 2) (Fin 2) ℂ) - hopping d z * (hopping d z)ᴴ).det
      = (y - 9 / 4) * (y - (‖∑ j, z j‖ : ℂ) ^ 2 / 4) := by
  have h2 : ∀ M : Matrix (Fin 2) (Fin 2) ℂ,
      (y • (1 : Matrix (Fin 2) (Fin 2) ℂ) - M).det = y ^ 2 - M.trace * y + M.det := by
    intro M
    simp [det_fin_two, trace_fin_two]
    ring
  have hn : ∀ x : ℂ, (‖x‖ : ℂ) ^ 2 = x * conj x := by
    intro x
    rw [Complex.mul_conj, Complex.normSq_eq_norm_sq]
    exact (Complex.ofReal_pow _ _).symm
  have u : ∀ j, z j * conj (z j) = 1 := by
    intro j
    rw [← hn, hz]; norm_num
  rw [h2, det_mul, hopping_conjTranspose, trace_hopping_mul hd, det_hopping hd,
    det_hopping hd, hn, map_sum]
  simp only [Fin.sum_univ_three]
  -- for unit phases the pair sum is the total phase times the conjugate sum
  have e1 : z 0 * z 1 + z 1 * z 2 + z 2 * z 0
      = z 0 * z 1 * z 2 * (conj (z 0) + conj (z 1) + conj (z 2)) := by
    linear_combination -(z 1 * z 2) * u 0 - z 0 * z 2 * u 1 - z 0 * z 1 * u 2
  have e2 : conj (z 0) * conj (z 1) + conj (z 1) * conj (z 2) + conj (z 2) * conj (z 0)
      = conj (z 0) * conj (z 1) * conj (z 2) * (z 0 + z 1 + z 2) := by
    linear_combination -(conj (z 1) * conj (z 2)) * u 0 - conj (z 0) * conj (z 2) * u 1
      - conj (z 0) * conj (z 1) * u 2
  have p : z 0 * z 1 * z 2 * (conj (z 0) * conj (z 1) * conj (z 2)) = 1 := by
    calc _ = (z 0 * conj (z 0)) * (z 1 * conj (z 1)) * (z 2 * conj (z 2)) := by ring
      _ = 1 := by rw [u, u, u]; norm_num
  rw [e1, e2]
  linear_combination 9 / 16 * (z 0 + z 1 + z 2) * (conj (z 0) + conj (z 1) + conj (z 2)) * p
    - 3 / 4 * y * (u 0 + u 1 + u 2)
```

To pass from $BB^\dagger$ to $H$, use

$$\det\begin{pmatrix}E&-B\\-C&E\end{pmatrix}=\det(E^2-BC).$$

For $E\ne0$ this is the Schur complement: $\det(E)\det(E-BC/E)$, with $E$ standing for $E$ times the $2\times2$ identity. Both sides are polynomials in $E$, so it also holds at $E=0$. The proof reaches all $E$ at once by writing out the $4\times4$ determinant and comparing polynomials.

```lean
private lemma det_chiral (B C : Matrix (Fin 2) (Fin 2) ℂ) (E : ℂ) :
    (fromBlocks !![E, 0; 0, E] (-B) (-C) !![E, 0; 0, E]).det
      = (E ^ 2 • (1 : Matrix (Fin 2) (Fin 2) ℂ) - B * C).det := by
  let e : Fin 4 ≃ Fin 2 ⊕ Fin 2 := (finSumFinEquiv (m := 2) (n := 2)).symm
  have h : (fromBlocks !![E, 0; 0, E] (-B) (-C) !![E, 0; 0, E]).submatrix e e
      = !![E, 0, (-B) 0 0, (-B) 0 1; 0, E, (-B) 1 0, (-B) 1 1;
           (-C) 0 0, (-C) 0 1, E, 0; (-C) 1 0, (-C) 1 1, 0, E] := by
    ext i j
    fin_cases i <;> fin_cases j <;> rfl
  rw [← det_submatrix_equiv_self e, h, det_fin_two (E ^ 2 • 1 - B * C)]
  simp [det_succ_row_zero, Fin.sum_univ_succ, Fin.succAbove, Matrix.mul_apply]
  ring
```

With $C=B^\dagger$ and $y=E^2$,

$$\det(E-H)=\left(E^2-\tfrac94\right)\left(E^2-\tfrac{|S|^2}4\right).$$

```lean
/-- For a trigonal star and phases of modulus one, the energies of the Bloch Hamiltonian are
the roots of `(E² - 9/4)(E² - |z₀ + z₁ + z₂|²/4)`. -/
theorem det_sub_blochHamiltonian (hd : IsTrigonal d) (hz : ∀ j, ‖z j‖ = 1) (E : ℂ) :
    (E • (1 : Matrix (Fin 2 ⊕ Fin 2) (Fin 2 ⊕ Fin 2) ℂ) - blochHamiltonian d z).det
      = (E ^ 2 - 9 / 4) * (E ^ 2 - (‖∑ j, z j‖ : ℂ) ^ 2 / 4) := by
  rw [← det_sub_hopping_mul hd hz, ← det_chiral]
  congr 1
  ext (i | i) (j | j) <;> fin_cases i <;> fin_cases j <;> simp [blochHamiltonian]
```

To compute the bands of this model numerically, one evaluates the three phases at each $k$, fills $B$ and diagonalises $H$. For the star with a bond along $x$,

$$B=\begin{pmatrix}z_0+\tfrac14(z_1+z_2)&-\tfrac{\sqrt3}4(z_1-z_2)\\-\tfrac{\sqrt3}4(z_1-z_2)&\tfrac34(z_1+z_2)\end{pmatrix}.$$

At $\Gamma$ all phases are $1$, $B$ is $\tfrac32$ times the identity, and the energies are $\tfrac32,\tfrac32,-\tfrac32,-\tfrac32$. At a zone corner the phases can be taken as $1,e^{2\pi i/3},e^{-2\pi i/3}$; then $S=0$ and the energies are $\tfrac32,0,0,-\tfrac32$. Multiplying by $V_{pp\sigma}$ restores the units.

## The flat-band states

Let $\sum_jc_j=0$. The overlap of $\phi_c$ with bond $i$ is

$$d_i\cdot\phi_c=c_i-\tfrac12\sum_{j\ne i}c_j=\tfrac32c_i,$$

so $B\phi_c=\tfrac32\sum_iz_ic_id_i$. Hopping multiplies each bond coefficient by its own phase and by $\tfrac32$.

```lean
/-- On a trigonal star, hopping acts on an orbital `∑ c_j d_j` with `∑ c_j = 0` by
multiplying each `c_j` by `3/2 z_j`. -/
theorem hopping_mulVec_orbital (hd : IsTrigonal d) (z : Fin 3 → ℂ) {c : Fin 3 → ℂ}
    (hc : ∑ j, c j = 0) :
    hopping d z *ᵥ orbital d c = (3 / 2 : ℂ) • orbital d (fun j => z j * c j) := by
  rw [Fin.sum_univ_three] at hc
  ext a
  simp only [Matrix.mulVec, dotProduct, hopping, Matrix.of_apply, orbital, Fin.sum_univ_two,
    Fin.sum_univ_three, Pi.smul_apply, smul_eq_mul]
  linear_combination z 0 * d 0 a * c 0 * gram_self hd 0 + z 1 * d 1 a * c 1 * gram_self hd 1
    + z 2 * d 2 a * c 2 * gram_self hd 2
    + (z 0 * d 0 a * c 1 + z 1 * d 1 a * c 0) * gram_ne hd 0 1 (by decide)
    + (z 1 * d 1 a * c 2 + z 2 * d 2 a * c 1) * gram_ne hd 1 2 (by decide)
    + (z 2 * d 2 a * c 0 + z 0 * d 0 a * c 2) * gram_ne hd 2 0 (by decide)
    - 1 / 2 * (z 0 * d 0 a + z 1 * d 1 a + z 2 * d 2 a) * hc
```

Apply this to both halves of the candidate state. On A, $B(\eta\,\phi_{\bar za})=\tfrac32\eta\,\phi_a$, because $\sum_j\bar z_ja_j=0$ and $z_j\bar z_j=1$. On B, $B^\dagger\phi_a=\tfrac32\phi_{\bar za}=\tfrac32\eta\,(\eta\,\phi_{\bar za})$, because $\sum_ja_j=0$ and $\eta^2=1$. The state therefore satisfies the eigenvalue equation with energy $\tfrac32\eta$. The two vanishing sums are `hA` and `hB` in the proof.

```lean
/-- For a trigonal star, phases of modulus one and `η = ±1`, the flat-band state satisfies the
Schrödinger equation with energy `3η/2`. -/
theorem blochHamiltonian_mulVec_flatState (hd : IsTrigonal d) (hz : ∀ j, ‖z j‖ = 1)
    {η : ℂ} (hη : η ^ 2 = 1) :
    blochHamiltonian d z *ᵥ flatState d z η = (3 / 2 * η) • flatState d z η := by
  have u : ∀ j, z j * conj (z j) = 1 := by
    intro j
    rw [Complex.mul_conj, Complex.normSq_eq_norm_sq, hz]; norm_num
  have hA : ∑ j, amplitude z j = 0 := by
    simp [amplitude, Fin.sum_univ_three]
  have hB : ∑ j, conj (z j) * amplitude z j = 0 := by
    simp [amplitude, Fin.sum_univ_three]
    ring
  have h1 := hopping_mulVec_orbital hd z hB
  have h2 := hopping_mulVec_orbital hd (fun j => conj (z j)) hA
  simp only [← mul_assoc, u, one_mul] at h1
  rw [blochHamiltonian, flatState, fromBlocks_mulVec, hopping_conjTranspose]
  simp only [Sum.elim_comp_inl, Sum.elim_comp_inr, zero_mulVec, mulVec_smul, h1, h2]
  ext (i | i) <;> simp only [Sum.elim_inl, Sum.elim_inr, Pi.add_apply, Pi.smul_apply,
    Pi.zero_apply, smul_eq_mul]
  · ring
  · linear_combination
      -(3 / 2) * orbital d (fun j => conj (z j) * amplitude z j) i * hη
```

An eigenvector must also be nonzero. If the state vanished, its A part would give $0=d_i\cdot\phi_a=\tfrac32a_i$ for each $i$. Then $a_0=0$ means $z_1=z_2$, and $a_2=0$ means $z_0=z_1$. The state thus vanishes only when all phases coincide. At such a point the determinant formula still gives the energies $\pm\tfrac32$, each as a double root.

```lean
/-- On a trigonal star the flat-band state is nonzero unless all three phases coincide. -/
theorem flatState_ne_zero (hd : IsTrigonal d) (h : ¬(z 0 = z 1 ∧ z 1 = z 2)) (η : ℂ) :
    flatState d z η ≠ 0 := by
  intro h0
  have hx := congrFun h0 (Sum.inl 0)
  have hy := congrFun h0 (Sum.inl 1)
  simp [flatState, orbital, amplitude, Fin.sum_univ_three] at hx hy
  -- projecting on bonds 0 and 2 recovers the bond amplitudes
  have a0 : conj (z 1) = conj (z 2) := by
    linear_combination -(2 / 3) * (d 0 0 * hx + d 0 1 * hy
      - (conj (z 2) - conj (z 1)) * gram_self hd 0
      - (conj (z 0) - conj (z 2)) * gram_ne hd 0 1 (by decide)
      - (conj (z 1) - conj (z 0)) * gram_ne hd 0 2 (by decide))
  have a2 : conj (z 0) = conj (z 1) := by
    linear_combination -(2 / 3) * (d 2 0 * hx + d 2 1 * hy
      - (conj (z 1) - conj (z 0)) * gram_self hd 2
      - (conj (z 2) - conj (z 1)) * gram_ne hd 2 0 (by decide)
      - (conj (z 0) - conj (z 2)) * gram_ne hd 2 1 (by decide))
  exact h ⟨(starRingEnd ℂ).injective a2, (starRingEnd ℂ).injective a0⟩
```

## Where the flat and dispersive bands touch

The dispersive energy $\tfrac12|S|$ reaches $\tfrac32$ when $|S|=3$. For unit phases

$$|S|^2+|z_0-z_1|^2+|z_1-z_2|^2+|z_2-z_0|^2=3\sum_j|z_j|^2=9,$$

so $|S|=3$ forces every difference to vanish. Conversely, equal phases give $|S|=3$. In the crystal this happens at $\Gamma$ and its reciprocal-lattice copies.

```lean
/-- For phases of modulus one, the dispersive energy `|z₀ + z₁ + z₂|/2` equals `3/2` exactly
when the three phases coincide. -/
theorem band_touching_iff (hz : ∀ j, ‖z j‖ = 1) :
    ‖∑ j, z j‖ / 2 = 3 / 2 ↔ z 0 = z 1 ∧ z 1 = z 2 := by
  rw [Fin.sum_univ_three]
  constructor
  · intro h
    have n : ∀ j, (z j).re * (z j).re + (z j).im * (z j).im = 1 := by
      intro j
      rw [← Complex.normSq_apply, Complex.normSq_eq_norm_sq, hz]; norm_num
    have key : ‖z 0 + z 1 + z 2‖ ^ 2 + ‖z 0 - z 1‖ ^ 2 + ‖z 1 - z 2‖ ^ 2
        + ‖z 2 - z 0‖ ^ 2 = 9 := by
      simp only [Complex.sq_norm, Complex.normSq_apply, Complex.add_re, Complex.add_im,
        Complex.sub_re, Complex.sub_im]
      linear_combination 3 * (n 0 + n 1 + n 2)
    have h3 : ‖z 0 + z 1 + z 2‖ = 3 := by linarith
    rw [h3] at key
    have p1 := sq_nonneg ‖z 0 - z 1‖
    have p2 := sq_nonneg ‖z 1 - z 2‖
    have p3 := sq_nonneg ‖z 2 - z 0‖
    have q1 : ‖z 0 - z 1‖ ^ 2 = 0 := by linarith
    have q2 : ‖z 1 - z 2‖ ^ 2 = 0 := by linarith
    exact ⟨sub_eq_zero.1 (norm_eq_zero.1 (pow_eq_zero_iff two_ne_zero |>.1 q1)),
      sub_eq_zero.1 (norm_eq_zero.1 (pow_eq_zero_iff two_ne_zero |>.1 q2))⟩
  · rintro ⟨h1, h2⟩
    rw [h1, h2, show z 2 + z 2 + z 2 = 3 * z 2 by ring, norm_mul, hz]
    norm_num

end

end HoneycombPOrbital
```

In this non-interacting model without π coupling, an electron in a flat band has zero group velocity at every $k$ away from the touching point, because the band energy does not depend on $k$. Interactions added to a partly filled flat band therefore have no dispersion within that band to compete with.

```lean
#print axioms HoneycombPOrbital.det_sub_blochHamiltonian
#print axioms HoneycombPOrbital.hopping_mulVec_orbital
#print axioms HoneycombPOrbital.flatState_ne_zero
#print axioms HoneycombPOrbital.band_touching_iff
```

```
'HoneycombPOrbital.det_sub_blochHamiltonian' depends on axioms: [propext, Classical.choice, Quot.sound]
'HoneycombPOrbital.hopping_mulVec_orbital' depends on axioms: [propext, Classical.choice, Quot.sound]
'HoneycombPOrbital.flatState_ne_zero' depends on axioms: [propext, Classical.choice, Quot.sound]
'HoneycombPOrbital.band_touching_iff' depends on axioms: [propext, Classical.choice, Quot.sound]
```
